# For distant Gaussian charges, the Schwarz bound overestimates the repulsion by a factor that grows linearly with distance

A screening routine that relies on the Schwarz estimate alone can end up computing repulsion integrals between distant charges whose values lie below its threshold, because the estimate does not contain the distance. In electronic structure this is the case for adding a distance factor to the screening of two-electron integrals; the size of the excess is worked out here for spherical Gaussian charges only.

```lean
import Mathlib

open Filter Topology
open scoped Real

namespace GaussianSchwarzScreening

noncomputable section
```

The charges have densities $(p/\pi)^{3/2}e^{-pr^2}$ and $(q/\pi)^{3/2}e^{-qr^2}$ about their own centres, with $p,q>0$. These are exponents of charge densities, not of orbitals. Write $\mu=pq/(p+q)$, which is `reducedExponent p q`.

```lean
/-- The reduced exponent `pq/(p+q)` of two Gaussian charges with exponents `p, q > 0`. -/
def reducedExponent (p q : ℝ) : ℝ := p * q / (p + q)
```

With the centres a distance $R$ apart, the repulsion in atomic units is
$$I_{pq}(R)=\frac{2}{\sqrt\pi}\int_0^{\sqrt\mu}e^{-R^2t^2}\,dt .$$
The code takes this formula as the definition of `repulsion p q R`; its derivation from the six-dimensional Coulomb integral is assumed. Charges with angular structure are not covered.

```lean
/-- The Coulomb repulsion, in atomic units, of two unit Gaussian charges with exponents
`p, q > 0` at distance `R`, as a one-dimensional integral. -/
def repulsion (p q R : ℝ) : ℝ :=
  2 / √π * ∫ t in (0 : ℝ)..√(reducedExponent p q), Real.exp (-(R ^ 2 * t ^ 2))
```

The Schwarz estimate is $S=\sqrt{I_{pp}(0)\,I_{qq}(0)}$. Here $I_{pp}(0)$, called the self-repulsion, is the repulsion between two coincident copies of the same charge; it is twice the electrostatic self-energy of one charge.

```lean
/-- The Schwarz estimate: the geometric mean of the self-repulsions of the two charges,
for exponents `p, q > 0`. -/
def schwarzBound (p q : ℝ) : ℝ := √(repulsion p p 0 * repulsion q q 0)
```

The last definition is the signed area $G(x)=\int_0^x e^{-u^2}du$, which is negative for $x<0$.

```lean
/-- The integral of `exp(-u²)` from `0` to `x`; for `x ≥ 0` it is the area under this Gaussian. -/
def gaussArea (x : ℝ) : ℝ := ∫ u in (0 : ℝ)..x, Real.exp (-u ^ 2)
```

(a) Show that the reduced exponent is positive: $\mu>0$.

Both $pq$ and $p+q$ are positive, hence so is their quotient.

```lean
lemma reducedExponent_pos {p q : ℝ} (hp : 0 < p) (hq : 0 < q) :
    0 < reducedExponent p q := by
  unfold reducedExponent
  positivity
```

(b) Find $\mu$ for equal exponents: $\mu=p/2$.

Put $q=p$: $p^2/(2p)=p/2$.

```lean
lemma reducedExponent_self {p : ℝ} (hp : 0 < p) : reducedExponent p p = p / 2 := by
  unfold reducedExponent
  rw [div_eq_div_iff (by positivity) (by norm_num)]
  ring
```

(c) Find the repulsion for coincident centres: $I_{pq}(0)=\frac{2}{\sqrt\pi}\sqrt\mu$.

At $R=0$ the integrand is 1, so the integral is the length of the interval.

```lean
lemma repulsion_zero (p q : ℝ) :
    repulsion p q 0 = 2 / √π * √(reducedExponent p q) := by
  simp [repulsion]
```

(d) Find the self-repulsion: $I_{pp}(0)=\sqrt{2p/\pi}$.

By (b) and (c), $\frac{2}{\sqrt\pi}\sqrt{p/2}=\sqrt{4p/(2\pi)}=\sqrt{2p/\pi}$. The auxiliary `h` moves the factor 2 under the root.

```lean
/-- The self-repulsion of a unit Gaussian charge of exponent `p > 0` is `√(2p/π)`. -/
theorem self_repulsion {p : ℝ} (hp : 0 < p) : repulsion p p 0 = √(2 * p / π) := by
  have h : √(2 * p) = 2 * √(p / 2) := by
    rw [show 2 * p = 2 ^ 2 * (p / 2) by ring, Real.sqrt_mul (by positivity),
      Real.sqrt_sq (by norm_num)]
  rw [repulsion_zero, reducedExponent_self hp,
    Real.sqrt_div (show 0 ≤ 2 * p by positivity), h]
  ring
```

(e) Show that the repulsion energy is positive at every distance: $I_{pq}(R)>0$.

The integrand is positive, and by (a) the interval has positive length.

```lean
/-- Two unit Gaussian charges of positive exponents have a positive repulsion at every
distance. -/
theorem repulsion_pos {p q : ℝ} (hp : 0 < p) (hq : 0 < q) (R : ℝ) :
    0 < repulsion p q R := by
  refine mul_pos (by positivity) ?_
  exact intervalIntegral.intervalIntegral_pos_of_pos
    (Continuous.intervalIntegrable (by fun_prop) _ _) (fun _ => Real.exp_pos _)
    (Real.sqrt_pos.2 (reducedExponent_pos hp hq))
```

(f) Show that the estimate is an upper bound: $I_{pq}(R)\le S$.

Since $e^{-R^2t^2}\le1$, we have $I_{pq}(R)\le I_{pq}(0)$ (`h0`). Set $a=\sqrt{p/2}$ and $b=\sqrt{q/2}$. Then, because $a^2+b^2\ge2ab$,
$$\mu=\frac{2a^2b^2}{a^2+b^2}\le ab ,$$
which is `hm`; `nlinarith` is given $ab\,(a-b)^2\ge0$. Hence (`hs`)
$$I_{pq}(0)^2=\frac{4\mu}{\pi}\le\frac{4ab}{\pi}=I_{pp}(0)\,I_{qq}(0)=S^2 .$$
Taking roots finishes the proof. In the limiting case $p=q$, $R=0$ the bound is an equality. The argument is special to Gaussians and does not establish the Cauchy–Schwarz inequality for general charge densities.

```lean
/-- For positive exponents the Schwarz estimate is an upper bound to the repulsion at every
distance. -/
theorem repulsion_le_schwarzBound {p q : ℝ} (hp : 0 < p) (hq : 0 < q) (R : ℝ) :
    repulsion p q R ≤ schwarzBound p q := by
  -- the repulsion is largest when the centres coincide
  have h0 : repulsion p q R ≤ repulsion p q 0 := by
    unfold repulsion
    refine mul_le_mul_of_nonneg_left ?_ (by positivity)
    refine intervalIntegral.integral_mono_on (Real.sqrt_nonneg _)
      (Continuous.intervalIntegrable (by fun_prop) _ _)
      (Continuous.intervalIntegrable (by fun_prop) _ _) ?_
    intro t _
    apply Real.exp_le_exp.2
    nlinarith [mul_nonneg (sq_nonneg R) (sq_nonneg t)]
  -- the reduced exponent is at most half the geometric mean of the exponents
  have hm : reducedExponent p q ≤ √(p / 2) * √(q / 2) := by
    have ha : √(p / 2) ^ 2 = p / 2 := Real.sq_sqrt (by positivity)
    have hb : √(q / 2) ^ 2 = q / 2 := Real.sq_sqrt (by positivity)
    have hab : 0 ≤ √(p / 2) * √(q / 2) := by positivity
    generalize √(p / 2) = a at *
    generalize √(q / 2) = b at *
    have hp' : p = 2 * a ^ 2 := by linarith
    have hq' : q = 2 * b ^ 2 := by linarith
    unfold reducedExponent
    rw [div_le_iff₀ (by positivity), hp', hq']
    nlinarith [mul_nonneg hab (sq_nonneg (a - b))]
  have hs : repulsion p q 0 ^ 2 ≤ repulsion p p 0 * repulsion q q 0 := by
    rw [repulsion_zero, repulsion_zero, repulsion_zero, reducedExponent_self hp,
      reducedExponent_self hq, mul_pow, Real.sq_sqrt (reducedExponent_pos hp hq).le]
    calc (2 / √π) ^ 2 * reducedExponent p q
        ≤ (2 / √π) ^ 2 * (√(p / 2) * √(q / 2)) :=
          mul_le_mul_of_nonneg_left hm (by positivity)
      _ = 2 / √π * √(p / 2) * (2 / √π * √(q / 2)) := by ring
  exact h0.trans ((le_abs_self _).trans (Real.abs_le_sqrt hs))
```

(g) Find the limiting area: $G(x)\to\sqrt\pi/2$ as $x\to\infty$.

In polar coordinates the square of the integral over the whole line is $2\pi\int_0^\infty re^{-r^2}dr=\pi$. By symmetry, half the line gives $\sqrt\pi/2$. Lean takes this value from Mathlib's `integral_gaussian_Ioi`.

```lean
lemma gaussArea_tendsto : Tendsto gaussArea atTop (𝓝 (√π / 2)) := by
  have h := MeasureTheory.intervalIntegral_tendsto_integral_Ioi (0 : ℝ)
    (integrable_exp_neg_mul_sq one_pos).integrableOn tendsto_id
  rw [integral_gaussian_Ioi] at h
  change Tendsto (fun x : ℝ => ∫ u in (0 : ℝ)..x, Real.exp (-u ^ 2)) atTop (𝓝 (√π / 2))
  simpa using h
```

(h) Show that the area increases strictly: $G(x)<G(y)$ for $x<y$.

The difference is $\int_x^y e^{-u^2}du>0$.

```lean
lemma gaussArea_strictMono : StrictMono gaussArea := by
  intro x y hxy
  have hi : ∀ a b : ℝ, IntervalIntegrable (fun u : ℝ => Real.exp (-u ^ 2))
      MeasureTheory.volume a b :=
    fun a b => Continuous.intervalIntegrable (by fun_prop) a b
  have h := intervalIntegral.integral_interval_sub_left (hi 0 y) (hi 0 x)
  have hpos := intervalIntegral.intervalIntegral_pos_of_pos (hi x y)
    (fun _ => Real.exp_pos _) hxy
  unfold gaussArea
  linarith
```

(i) Express the repulsion through the area: $R\,I_{pq}(R)=\frac{2}{\sqrt\pi}\,G(R\sqrt\mu)$.

Substitute $u=Rt$, $du=R\,dt$. At $R=0$ both sides vanish.

```lean
/-- Distance times repulsion is `2/√π` times a Gaussian area, by the substitution `u = R t`. -/
theorem mul_repulsion (p q R : ℝ) :
    R * repulsion p q R = 2 / √π * gaussArea (R * √(reducedExponent p q)) := by
  have h := intervalIntegral.mul_integral_comp_mul_left (a := 0)
    (b := √(reducedExponent p q)) (c := R) (f := fun u : ℝ => Real.exp (-u ^ 2))
  simp only [mul_pow, mul_zero] at h
  unfold repulsion gaussArea
  rw [← h]
  ring
```

(j) Compare with unit point charges: $I_{pq}(R)<1/R$ for $R>0$.

With $x=R\sqrt\mu$, (h) and (g) give $G(x)<G(x+1)\le\sqrt\pi/2$. By (i), $R\,I_{pq}(R)<1$.

```lean
/-- At distance `R > 0` two unit Gaussian charges repel less than two unit point charges. -/
theorem repulsion_lt_coulomb (p q : ℝ) {R : ℝ} (hR : 0 < R) :
    repulsion p q R < 1 / R := by
  rw [lt_div_iff₀ hR, mul_comm, mul_repulsion]
  -- a strictly increasing function stays below its limit
  have h : gaussArea (R * √(reducedExponent p q)) < √π / 2 :=
    (gaussArea_strictMono (lt_add_one _)).trans_le
      (gaussArea_strictMono.monotone.ge_of_tendsto gaussArea_tendsto _)
  have hpi : 0 < √π := Real.sqrt_pos.2 Real.pi_pos
  calc 2 / √π * gaussArea (R * √(reducedExponent p q))
      < 2 / √π * (√π / 2) := mul_lt_mul_of_pos_left h (by positivity)
    _ = 1 := by field_simp
```

(k) Recover Coulomb's law at long range: $R\,I_{pq}(R)\to1$ as $R\to\infty$.

Since $\sqrt\mu>0$, the argument $R\sqrt\mu$ tends to infinity; use (g) in (i).

```lean
/-- For positive exponents, distance times repulsion tends to `1` at large distance. -/
theorem mul_repulsion_tendsto {p q : ℝ} (hp : 0 < p) (hq : 0 < q) :
    Tendsto (fun R => R * repulsion p q R) atTop (𝓝 1) := by
  have hs : Tendsto (fun R : ℝ => R * √(reducedExponent p q)) atTop atTop :=
    tendsto_id.atTop_mul_const (Real.sqrt_pos.2 (reducedExponent_pos hp hq))
  have h : Tendsto (fun R => 2 / √π * gaussArea (R * √(reducedExponent p q))) atTop
      (𝓝 (2 / √π * (√π / 2))) := (gaussArea_tendsto.comp hs).const_mul _
  have hpi : √π ≠ 0 := (Real.sqrt_pos.2 Real.pi_pos).ne'
  have hc : 2 / √π * (√π / 2) = 1 := by field_simp
  rw [hc] at h
  simpa only [mul_repulsion] using h
```

(l) Measure the overestimate: for $R>0$,
$$\frac{S}{I_{pq}(R)}>S\,R,\qquad\text{and}\qquad \frac{S}{I_{pq}(R)\,R}\to S\quad\text{as }R\to\infty .$$

By (e) and (f), $S\ge I_{pq}(0)>0$. Multiply $1/I_{pq}(R)>R$, which is (j), by $S$. For the limit, divide $S$ by the product in (k).

```lean
/-- For positive exponents, the Schwarz estimate `S` exceeds the repulsion by a factor greater
than `S R` at every `R > 0`, and this factor divided by `R` tends to `S` at large distance. -/
theorem schwarz_overestimation {p q : ℝ} (hp : 0 < p) (hq : 0 < q) :
    (∀ R, 0 < R → schwarzBound p q * R < schwarzBound p q / repulsion p q R) ∧
      Tendsto (fun R => schwarzBound p q / repulsion p q R / R) atTop
        (𝓝 (schwarzBound p q)) := by
  constructor
  · intro R hR
    have hS : 0 < schwarzBound p q :=
      (repulsion_pos hp hq 0).trans_le (repulsion_le_schwarzBound hp hq 0)
    have h := repulsion_lt_coulomb p q hR
    rw [lt_div_iff₀ hR] at h
    rw [lt_div_iff₀ (repulsion_pos hp hq R)]
    nlinarith [mul_lt_mul_of_pos_left h hS]
  · have h := (tendsto_const_nhds (x := schwarzBound p q)).div
      (mul_repulsion_tendsto hp hq) one_ne_zero
    rw [div_one] at h
    refine h.congr fun R => ?_
    rw [div_div, mul_comm (repulsion p q R) R]
    rfl
```

(m) Specialise to equal exponents: $S=\sqrt{2p/\pi}$, and $S/I_{pp}(R)>\sqrt{2p/\pi}\,R$ for $R>0$.

Here $S=\sqrt{I_{pp}(0)^2}=I_{pp}(0)$, which (d) evaluates. The inequality is (l) with $q=p$.

```lean
/-- For two charges of equal exponent `p > 0` the Schwarz estimate is `√(2p/π)`, and at
distance `R > 0` it exceeds the repulsion by a factor greater than `√(2p/π) R`. -/
theorem equal_exponents {p R : ℝ} (hp : 0 < p) (hR : 0 < R) :
    schwarzBound p p = √(2 * p / π) ∧
      √(2 * p / π) * R < √(2 * p / π) / repulsion p p R := by
  have h : schwarzBound p p = √(2 * p / π) := by
    unfold schwarzBound
    rw [Real.sqrt_mul_self (repulsion_pos hp hp 0).le, self_repulsion hp]
  refine ⟨h, ?_⟩
  rw [← h]
  exact (schwarz_overestimation hp hp).1 R hR

end

end GaussianSchwarzScreening
```

For numbers, take $p=q=\pi/2$ and $R=10$ in atomic units. Then $S=1$, while $I_{pp}(10)<0.1$, so the estimate is more than ten times too large. With a cutoff of $0.2$, far coarser than a real calculation would use, the Schwarz test keeps this integral although its value is below the cutoff.

```lean
#print axioms GaussianSchwarzScreening.repulsion_le_schwarzBound
-- 'GaussianSchwarzScreening.repulsion_le_schwarzBound' depends on axioms: [propext, Classical.choice, Quot.sound]
#print axioms GaussianSchwarzScreening.equal_exponents
-- 'GaussianSchwarzScreening.equal_exponents' depends on axioms: [propext, Classical.choice, Quot.sound]
```
